# For a supercell energy convex in 1/L, linear extrapolation gives a lower bound that a larger cell cannot worsen

Q: I compute a charged defect in two periodic supercells, plot the energy against 1/L, draw a straight line through the two points and read off its value at zero. What do I know about that number, apart from hoping that it is close to the dilute limit?

A: Let L be the linear size of the cell, whose shape is kept fixed. If the energy is a convex function of x = 1/L, you know its side: the number is not above the dilute limit. If you then add a larger cell and extrapolate from the two largest, the bound rises or stays where it was. For charged-defect calculations this turns a fitted intercept into a one-sided error statement, for a one-parameter family of cells whose energy is convex in 1/L.

Q: A total energy grows in magnitude with the volume of the cell. It has no dilute limit.

A: Correct, so E(x) must be an energy with the pristine-cell reference already subtracted, such as a formation energy with its chemical potentials held fixed. E(0) is then the isolated defect.

Q: And why should E be convex?

A: That is assumed, not derived. It stands for a size dependence that bends upwards in x. An example is E(0) − A·x + C·x³ with C ≥ 0, where the linear term is the leading image-charge interaction and the cubic term stands for contributions that scale as the inverse volume, such as the leading elastic interaction between images. If C is negative, the hypothesis fails.

Q: Then show me the argument before any code.

A: For 0 ≤ a < b, write the slope of the line through two points as

s(a,b) = (E(b) − E(a)) / (b − a).

Its value at x = 0 can be computed from either end, because s(a,b)·(b − a) = E(b) − E(a):

I(a,b) = E(a) − s(a,b)·a = E(b) − s(a,b)·b.

Now take 0 ≤ x < y < z. Convexity puts E(y) at or below the chord from x to z:

(z − x)·E(y) ≤ (z − y)·E(x) + (y − x)·E(z).

Split z − x into (z − y) + (y − x) and rearrange:

(z − y)·(E(y) − E(x)) ≤ (y − x)·(E(z) − E(y)).

Dividing by both positive spacings gives s(x,y) ≤ s(y,z), so slopes of adjacent intervals increase. For 0 < x₁ < x₂ < x₃, evaluate both lines from their common point x₂:

I(x₁,x₂) − I(x₂,x₃) = (s(x₂,x₃) − s(x₁,x₂))·x₂ ≥ 0.

For the other bound, use E(0) = E(x₁) − s(0,x₁)·x₁:

E(0) − I(x₁,x₂) = (s(x₁,x₂) − s(0,x₁))·x₁ ≥ 0.

With strict convexity, both inequalities are strict.

Q: Now the formal version. I suspect that the bound is hidden in the definitions.

A: You can check that. The file opens with its setup, and then come the slope and the intercept.

```lean
import Mathlib

open Set Filter Topology

namespace SupercellExtrapolation

noncomputable section

/-- Slope of the straight line through the supercell energies at inverse sizes `a` and `b`,
for `a ≠ b`. -/
def fitSlope (E : ℝ → ℝ) (a b : ℝ) : ℝ := (E b - E a) / (b - a)

/-- Two-point extrapolation to infinite cell size: the value at `x = 0` of the line through
the energies at inverse sizes `a` and `b`, for `a ≠ b`. -/
def intercept (E : ℝ → ℝ) (a b : ℝ) : ℝ := E a - fitSlope E a b * a
```

These are s(a,b) and I(a,b). The energy is any function `E : ℝ → ℝ`, and `a` and `b` are inverse cell sizes, so the smaller argument belongs to the larger cell. Neither definition mentions convexity or `E 0`.

Two lemmas supply the algebra: slope times spacing is the energy difference, and the intercept may be computed from the second point.

```lean
/-- For `a < b`, the fitted slope times the spacing is the energy difference. -/
theorem fitSlope_mul (E : ℝ → ℝ) {a b : ℝ} (hab : a < b) :
    fitSlope E a b * (b - a) = E b - E a :=
  div_mul_cancel₀ _ (sub_pos.mpr hab).ne'

/-- For `a < b`, the extrapolated energy can equally be computed from the second data point. -/
theorem intercept_eq_right (E : ℝ → ℝ) {a b : ℝ} (hab : a < b) :
    intercept E a b = E b - fitSlope E a b * b := by
  unfold intercept
  linear_combination fitSlope_mul E hab
```

Q: Where does the physical hypothesis enter?

A: In the main theorem, as `ConvexOn ℝ (Ici 0) E`: E is convex on [0,∞), and its values at negative x play no role.

```lean
/-- For an energy convex in `x = 1/L` on `[0, ∞)` and `0 < x₁ < x₂ < x₃`, the intercept from
the two larger cells is at least that from the two smaller cells, and at most the dilute
limit `E 0`. -/
theorem one_sided_extrapolation {E : ℝ → ℝ} (hE : ConvexOn ℝ (Ici 0) E)
    {x₁ x₂ x₃ : ℝ} (h₁ : 0 < x₁) (h₁₂ : x₁ < x₂) (h₂₃ : x₂ < x₃) :
    intercept E x₂ x₃ ≤ intercept E x₁ x₂ ∧ intercept E x₁ x₂ ≤ E 0 := by
  have h₂ : 0 < x₂ := h₁.trans h₁₂
  constructor
  · -- compare the two lines at their common point `x₂`
    have hs : fitSlope E x₁ x₂ ≤ fitSlope E x₂ x₃ :=
      hE.slope_mono_adjacent (mem_Ici.mpr h₁.le) (mem_Ici.mpr (h₂.trans h₂₃).le) h₁₂ h₂₃
    have hm := mul_le_mul_of_nonneg_right hs h₂.le
    rw [intercept_eq_right E h₁₂]
    unfold intercept
    linarith
  · -- the slope on `[0, x₁]` does not exceed the fitted slope
    have hs : fitSlope E 0 x₁ ≤ fitSlope E x₁ x₂ :=
      hE.slope_mono_adjacent (mem_Ici.mpr le_rfl) (mem_Ici.mpr h₂.le) h₁ h₁₂
    have hm := mul_le_mul_of_nonneg_right hs h₁.le
    have h0 := fitSlope_mul E h₁
    rw [sub_zero] at h0
    unfold intercept
    linarith
```

The conclusion is a pair of inequalities, I(x₂,x₃) ≤ I(x₁,x₂) and I(x₁,x₂) ≤ E(0). Each half of the proof takes the ordering of adjacent slopes from Mathlib's `slope_mono_adjacent`, and multiplies it by x₂ or x₁. In the first half, `intercept_eq_right` moves the evaluation of the first line to x₂. In the second, `fitSlope_mul` on [0, x₁] brings in `E 0`. After that, `linarith` does the subtraction shown above.

Q: My cells come in discrete sizes. What is E at an arbitrary real x?

A: An interpolation that you supply. The theorem takes a convex function on the whole half-line, including values of x too large for any real cell. It also takes the energies as exact values of that function, so k-point, basis-set and relaxation errors must be estimated separately. And L is the only variable: cells of different shapes do not in general lie on one curve.

Q: Can the larger cells be guaranteed to help, rather than merely not to hurt?

A: Yes, under strict convexity. The proof is the same with strict slope inequalities.

```lean
/-- If the energy is strictly convex in `x = 1/L` on `[0, ∞)` and `0 < x₁ < x₂ < x₃`, the
larger cells give a strictly better lower bound, which still lies strictly below `E 0`. -/
theorem one_sided_extrapolation_strict {E : ℝ → ℝ} (hE : StrictConvexOn ℝ (Ici 0) E)
    {x₁ x₂ x₃ : ℝ} (h₁ : 0 < x₁) (h₁₂ : x₁ < x₂) (h₂₃ : x₂ < x₃) :
    intercept E x₂ x₃ < intercept E x₁ x₂ ∧ intercept E x₁ x₂ < E 0 := by
  have h₂ : 0 < x₂ := h₁.trans h₁₂
  constructor
  · have hs : fitSlope E x₁ x₂ < fitSlope E x₂ x₃ :=
      hE.slope_strict_mono_adjacent (mem_Ici.mpr h₁.le)
        (mem_Ici.mpr (h₂.trans h₂₃).le) h₁₂ h₂₃
    have hm := mul_lt_mul_of_pos_right hs h₂
    rw [intercept_eq_right E h₁₂]
    unfold intercept
    linarith
  · have hs : fitSlope E 0 x₁ < fitSlope E x₁ x₂ :=
      hE.slope_strict_mono_adjacent (mem_Ici.mpr le_rfl) (mem_Ici.mpr h₂.le) h₁ h₁₂
    have hm := mul_lt_mul_of_pos_right hs h₁
    have h0 := fitSlope_mul E h₁
    rw [sub_zero] at h0
    unfold intercept
    linarith
```

Q: Suppose that my intercept happens to equal the dilute limit. Could that be a lucky cancellation?

A: Not for a convex energy. Write s for s(a,b) and ℓ(x) = E(0) + s·x. If I(a,b) = E(0), then E agrees with ℓ at 0, a and b. For x strictly between 0 and b, the chord from 0 to b gives E(x) ≤ ℓ(x). For the reverse inequality, choose a chord that has a in its interior. If x < a, use the chord from x to b:

(b − x)·E(a) ≤ (b − a)·E(x) + (a − x)·E(b).

The line ℓ satisfies this with equality, so subtracting leaves 0 ≤ (b − a)·(E(x) − ℓ(x)). If x > a, use the chord from 0 to x:

x·E(a) ≤ (x − a)·E(0) + a·E(x),

which leaves 0 ≤ a·(E(x) − ℓ(x)). If x = a, there is nothing to show. Hence E = ℓ on all of [0,b]. Conversely, if E = ℓ there, putting x = a gives I(a,b) = E(0).

The chord inequality is a lemma of its own, obtained from the slope ordering by clearing denominators.

```lean
/-- For an energy convex on `[0, ∞)` and `0 ≤ x < y < z`, the energy at `y` is at most the linear
interpolation between `x` and `z` (stated with the denominator `z - x` cleared). -/
theorem three_point {E : ℝ → ℝ} (hE : ConvexOn ℝ (Ici 0) E) {x y z : ℝ}
    (hx : 0 ≤ x) (hxy : x < y) (hyz : y < z) :
    (z - x) * E y ≤ (z - y) * E x + (y - x) * E z := by
  have h := hE.slope_mono_adjacent (mem_Ici.mpr hx)
    (mem_Ici.mpr (hx.trans (hxy.trans hyz).le)) hxy hyz
  rw [div_le_div_iff₀ (sub_pos.mpr hxy) (sub_pos.mpr hyz)] at h
  linarith

/-- For an energy convex on `[0, ∞)` and `0 < a < b`, the two-point extrapolation is exact
if and only if the energy is linear in `1/L` on the whole interval `[0, b]`. -/
theorem intercept_exact_iff {E : ℝ → ℝ} (hE : ConvexOn ℝ (Ici 0) E) {a b : ℝ}
    (ha : 0 < a) (hab : a < b) :
    intercept E a b = E 0 ↔ ∀ x ∈ Icc 0 b, E x = E 0 + fitSlope E a b * x := by
  constructor
  · intro h x hx
    have hb : 0 < b := ha.trans hab
    have hEa : E a = E 0 + fitSlope E a b * a := by
      unfold intercept at h
      linarith
    have hEb : E b = E 0 + fitSlope E a b * b := by
      rw [intercept_eq_right E hab] at h
      linarith
    generalize fitSlope E a b = s at hEa hEb ⊢
    rcases hx.1.eq_or_lt with h0 | h0
    · rw [← h0]; ring
    rcases hx.2.eq_or_lt with h1 | h1
    · rw [h1]; exact hEb
    apply le_antisymm
    · -- upper bound: the chord from `0` to `b`
      have h3 := three_point hE le_rfl h0 h1
      rw [hEb] at h3
      exact le_of_mul_le_mul_left (by linarith) hb
    · -- lower bound: a chord whose interior point is `a`
      rcases lt_trichotomy x a with hxa | hxa | hxa
      · have h3 := three_point hE h0.le hxa hab
        rw [hEa, hEb] at h3
        exact le_of_mul_le_mul_left (by linarith) (sub_pos.mpr hab)
      · rw [hxa]; exact hEa.ge
      · have h3 := three_point hE le_rfl ha hxa
        rw [hEa] at h3
        exact le_of_mul_le_mul_left (by linarith) ha
  · intro h
    have h1 := h a ⟨ha.le, hab.le⟩
    unfold intercept
    linarith
```

The theorem is an equivalence: the extrapolation is exact if and only if E is linear in 1/L from the dilute limit to the smaller of the two cells. In the proof, `hEa` and `hEb` place the two data points on ℓ, and `generalize` turns the slope into a plain number s. The endpoints are handled first. Then `le_antisymm` splits the equality into the two bounds, `lt_trichotomy` separates the positions of x relative to a, and `le_of_mul_le_mul_left` cancels the positive factor.

Q: I would rather have an error bar. Do two energies also limit the dilute value from above?

A: They do not, if convexity is all you know. Take any M ≥ I(a,b), set k = (M − I(a,b))/a, which is non-negative, and define

F(x) = I(a,b) + s(a,b)·x + k·max(0, a − x).

The last term vanishes at a and b, so F reproduces both energies. At zero it contributes k·a, so F(0) = M. F is convex, because it is a line plus a non-negative multiple of the larger of two linear functions.

```lean
/-- For `0 < a < b`, every value `M` not below the intercept is the value at `x = 0` of some
function that is convex on `[0, ∞)` and reproduces the energies at `a` and `b`. -/
theorem lower_bound_sharp (E : ℝ → ℝ) {a b M : ℝ} (ha : 0 < a) (hab : a < b)
    (hM : intercept E a b ≤ M) :
    ∃ F : ℝ → ℝ, ConvexOn ℝ (Ici 0) F ∧ F a = E a ∧ F b = E b ∧ F 0 = M := by
  have hk : 0 ≤ (M - intercept E a b) / a := div_nonneg (sub_nonneg.mpr hM) ha.le
  -- the fitted line plus a kink at `a`
  refine ⟨fun x => intercept E a b + fitSlope E a b * x
    + (M - intercept E a b) / a * max 0 (a - x), ⟨convex_Ici 0, ?_⟩, ?_, ?_, ?_⟩
  · intro x _ y _ p q hp hq hpq
    obtain rfl : q = 1 - p := by linarith
    simp only [smul_eq_mul]
    have hm : max 0 (a - (p * x + (1 - p) * y))
        ≤ p * max 0 (a - x) + (1 - p) * max 0 (a - y) := by
      apply max_le
      · exact add_nonneg (mul_nonneg hp (le_max_left _ _)) (mul_nonneg hq (le_max_left _ _))
      · have h1 := mul_le_mul_of_nonneg_left (le_max_right 0 (a - x)) hp
        have h2 := mul_le_mul_of_nonneg_left (le_max_right 0 (a - y)) hq
        linarith
    have hm' := mul_le_mul_of_nonneg_left hm hk
    linarith
  · simp only [sub_self, max_self]
    unfold intercept
    ring
  · have h : max 0 (a - b) = 0 := max_eq_left (by linarith)
    simp only [h]
    linear_combination intercept_eq_right E hab
  · have h : max 0 (a - 0) = a - 0 := max_eq_right (by linarith)
    have hc : (M - intercept E a b) / a * a = M - intercept E a b :=
      div_mul_cancel₀ _ ha.ne'
    simp only [h]
    linear_combination hc
```

In words: for any two computed energies and any M not below their intercept, some convex energy fits both data points and has M as its value at x = 0. The choice M = I(a,b) shows that the lower bound cannot be raised using these two energies alone. Here `E` only supplies the data and need not be convex.

The `refine` line provides F. Its convexity comes down to the inequality `hm` for the kink, which `max_le` splits into two cases, one for each argument of the maximum. The remaining goals are the values at a, b and 0.

Q: One objection is left. You call `E 0` the dilute limit, but to Lean it is just the value of a function at zero.

A: That objection is fair. A convex function on [0,∞) may jump at its endpoint: let E(0) = 1 and E(x) = 0 for x > 0. Every intercept from two cells of finite size is then 0. The inequality I ≤ E(0) holds, yet the intercepts never approach E(0), so convexity alone does not give convergence. The physical reading needs E(x) → E(0) as the cells grow, which is continuity from the right at zero.

With that continuity, fix a size ratio r > 1 and extrapolate from x and r·x. The spacing is (r − 1)·x, so the factor x cancels:

I(x, r·x) = E(x) − (E(r·x) − E(x)) / (r − 1).

As x → 0 from above, both energies tend to E(0). The fraction tends to 0, and the intercept tends to E(0).

```lean
/-- If the energy is continuous from the right at `x = 0`, extrapolations from pairs of cells
with fixed size ratio `r > 1` converge to the dilute limit as the cells grow. -/
theorem intercept_tendsto {E : ℝ → ℝ} (hc : ContinuousWithinAt E (Ici 0) 0)
    {r : ℝ} (hr : 1 < r) :
    Tendsto (fun x => intercept E x (r * x)) (𝓝[>] 0) (𝓝 (E 0)) := by
  have h1 : Tendsto E (𝓝[>] 0) (𝓝 (E 0)) :=
    hc.mono_left (nhdsWithin_mono _ Ioi_subset_Ici_self)
  have hcont : Continuous (fun x : ℝ => r * x) := by fun_prop
  have h2 : Tendsto (fun x : ℝ => r * x) (𝓝[>] 0) (𝓝[>] 0) := by
    refine tendsto_nhdsWithin_iff.mpr
      ⟨(hcont.tendsto' 0 0 (by simp)).mono_left nhdsWithin_le_nhds, ?_⟩
    filter_upwards [self_mem_nhdsWithin] with x hx
    have hr0 : 0 < r := by linarith
    have hx0 : 0 < x := hx
    have hrx : 0 < r * x := mul_pos hr0 hx0
    exact hrx
  have h := h1.sub (((h1.comp h2).sub h1).div_const (r - 1))
  rw [sub_self, zero_div, sub_zero] at h
  refine h.congr' ?_
  filter_upwards [self_mem_nhdsWithin] with x hx
  have hx0 : x ≠ 0 := ne_of_gt hx
  -- the spacing of the two inverse sizes is proportional to `x`
  have hd : r * x - x = (r - 1) * x := by ring
  simp only [intercept, fitSlope, Function.comp_apply]
  rw [hd, div_mul_eq_div_div, div_mul_cancel₀ _ hx0]

end

end SupercellExtrapolation
```

The hypothesis `ContinuousWithinAt E (Ici 0) 0` is this continuity, and `𝓝[>] 0` means that x approaches zero through positive values. Convexity is not assumed here. In the proof, `h1` is the limit of E(x), `h2` says that r·x also approaches zero from above, and `h` combines them into the limit of the right-hand side. The last lines show that this expression equals the intercept for x > 0.

Q: Does that tell me how large my cells must be?

A: No, it gives no rate. For a given pair of cells you have the lower bound. Its rise when you add a larger cell shows how much the bound has improved, but not how far it still is from the dilute limit.

```lean
#print axioms SupercellExtrapolation.one_sided_extrapolation_strict
#print axioms SupercellExtrapolation.intercept_exact_iff
#print axioms SupercellExtrapolation.lower_bound_sharp
#print axioms SupercellExtrapolation.intercept_tendsto
```

```
'SupercellExtrapolation.one_sided_extrapolation_strict' depends on axioms: [propext, Classical.choice, Quot.sound]
'SupercellExtrapolation.intercept_exact_iff' depends on axioms: [propext, Classical.choice, Quot.sound]
'SupercellExtrapolation.lower_bound_sharp' depends on axioms: [propext, Classical.choice, Quot.sound]
'SupercellExtrapolation.intercept_tendsto' depends on axioms: [propext, Classical.choice, Quot.sound]
```
